# At equal recoil-free fractions, areas of separate, equally wide Lorentzian Mössbauer lines underestimate the majority-to-minority site ratio

At the centre of its resonance, an absorber of effective thickness 1 (the exponent of the attenuation there) removes a fraction $1-e^{-1}\approx 0.632$ of the radiation, and one of thickness 2 removes $1-e^{-2}\approx 0.865$, so doubling the thickness multiplies the absorption by only about 1.37. Saturation survives integration over the whole line, though more weakly, because the wings are less saturated than the centre. For two separate Lorentzian lines of equal width, from sites with equal recoil-free fractions and peak cross-sections but unequal populations, it makes the majority-to-minority ratio read from raw areas too small.

```lean
import Mathlib

open MeasureTheory Filter Topology
open scoped Real

namespace MoessbauerThickness

noncomputable section

/-- The Lorentzian resonance profile, normalised to one at its centre. -/
def lorentzian (x : ℝ) : ℝ := (1 + x ^ 2)⁻¹

/-- The fraction of radiation absorbed at reduced detuning `x` by an absorber of
effective thickness `t`, by the exponential attenuation law. -/
def absorption (t x : ℝ) : ℝ := 1 - Real.exp (-(t * lorentzian x))

/-- The dimensionless area of an absorption line of effective thickness `t`. -/
def area (t : ℝ) : ℝ := ∫ x, absorption t x

/-- The area on the energy scale of a line with resonance energy `E₀`, full width
`Γ > 0` at half maximum of the cross-section, and effective thickness `t`. -/
def lineArea (Γ E₀ t : ℝ) : ℝ := ∫ E, absorption t (2 * (E - E₀) / Γ)

/-- The Lorentzian profile is positive and at most one. -/
theorem lorentzian_bounds (x : ℝ) : 0 < lorentzian x ∧ lorentzian x ≤ 1 := by
  unfold lorentzian
  exact ⟨by positivity, inv_le_one_of_one_le₀ (by nlinarith [sq_nonneg x])⟩

/-- The line area is finite: the absorbed fraction is integrable over all detunings
for every thickness `t ≥ 0`. -/
theorem integrable_absorption {t : ℝ} (ht : 0 ≤ t) : Integrable (absorption t) := by
  have hl : Continuous lorentzian := by
    unfold lorentzian
    exact Continuous.inv₀ (by fun_prop) (fun x => by positivity)
  have hc : Continuous (absorption t) := by
    unfold absorption
    fun_prop
  -- the thin-absorber profile dominates the saturated one
  refine (integrable_inv_one_add_sq.const_mul t).mono' hc.aestronglyMeasurable
    (ae_of_all _ fun x => ?_)
  have hv : 0 ≤ t * lorentzian x := mul_nonneg ht (lorentzian_bounds x).1.le
  have h1 : Real.exp (-(t * lorentzian x)) ≤ 1 := Real.exp_le_one_iff.2 (by linarith)
  have h2 := Real.add_one_le_exp (-(t * lorentzian x))
  change ‖1 - Real.exp (-(t * lorentzian x))‖ ≤ t * lorentzian x
  rw [Real.norm_eq_abs, abs_of_nonneg (by linarith)]
  linarith

/-- If one integrable spectrum lies strictly below another at every detuning, its
area is strictly smaller. -/
theorem integral_lt_of_lt {f g : ℝ → ℝ} (hf : Integrable f) (hg : Integrable g)
    (h : ∀ x, f x < g x) : (∫ x, f x) < ∫ x, g x := by
  have hn : 0 ≤ fun x => g x - f x := fun x => (sub_pos.2 (h x)).le
  have hi : Integrable (fun x => g x - f x) := hg.sub hf
  have hs : Function.support (fun x => g x - f x) = Set.univ :=
    Set.eq_univ_of_forall fun x => (sub_pos.2 (h x)).ne'
  have h0 : 0 < ∫ x, (g x - f x) := by
    rw [integral_pos_iff_support_of_nonneg hn hi, hs]
    simp
  rw [integral_sub hg hf] at h0
  linarith

/-- The line area grows strictly with the effective thickness `t ≥ 0`. -/
theorem area_strictMonoOn : StrictMonoOn area (Set.Ici 0) := by
  intro s hs t ht hst
  refine integral_lt_of_lt (integrable_absorption hs) (integrable_absorption ht) fun x => ?_
  have h := mul_lt_mul_of_pos_right hst (lorentzian_bounds x).1
  have h' := Real.exp_lt_exp.2 (neg_lt_neg h)
  unfold absorption
  linarith

/-- The line area per unit thickness decreases strictly with the effective
thickness `t > 0`. -/
theorem area_div_strictAntiOn : StrictAntiOn (fun t => area t / t) (Set.Ioi 0) := by
  intro s hs t ht hst
  have hs0 : 0 < s := hs
  have ht0 : 0 < t := ht
  have h : (∫ x, s * absorption t x) < ∫ x, t * absorption s x := by
    refine integral_lt_of_lt ((integrable_absorption ht0.le).const_mul s)
      ((integrable_absorption hs0.le).const_mul t) fun x => ?_
    unfold absorption
    have hu := (lorentzian_bounds x).1
    generalize lorentzian x = u at hu ⊢
    -- two tangent-line bounds, both taken at the thinner absorber
    have h1 := mul_lt_mul_of_pos_left (Real.add_one_lt_exp (mul_pos hs0 hu).ne')
      (Real.exp_pos (-(s * u)))
    rw [← Real.exp_add, neg_add_cancel, Real.exp_zero] at h1
    have h2 := mul_le_mul_of_nonneg_left (Real.add_one_le_exp (-((t - s) * u)))
      (Real.exp_pos (-(s * u))).le
    have he : -(s * u) + -((t - s) * u) = -(t * u) := by ring
    rw [← Real.exp_add, he] at h2
    have h3 := mul_pos (sub_pos.2 hst) (sub_pos.2 h1)
    have h4 := mul_nonneg hs0.le (sub_nonneg.2 h2)
    nlinarith [h3, h4]
  rw [integral_const_mul, integral_const_mul] at h
  change s * area t < t * area s at h
  change area t / t < area s / s
  rw [div_lt_div_iff₀ ht0 hs0]
  linarith

/-- For thickness `t ≥ 0` the line area lies between `π t / (1 + t)` and the
thin-absorber value `π t`. -/
theorem area_bounds {t : ℝ} (ht : 0 ≤ t) :
    t / (1 + t) * π ≤ area t ∧ area t ≤ t * π := by
  have hL : Integrable lorentzian := integrable_inv_one_add_sq
  have hpi : (∫ x, lorentzian x) = π := integral_univ_inv_one_add_sq
  rw [← hpi, ← integral_const_mul, ← integral_const_mul]
  constructor
  · refine integral_mono (hL.const_mul _) (integrable_absorption ht) fun x => ?_
    change t / (1 + t) * lorentzian x ≤ 1 - Real.exp (-(t * lorentzian x))
    obtain ⟨hu, hu1⟩ := lorentzian_bounds x
    generalize lorentzian x = u at hu hu1 ⊢
    have hv : 0 ≤ t * u := mul_nonneg ht hu.le
    have h1 := mul_le_mul_of_nonneg_left (Real.add_one_le_exp (t * u))
      (Real.exp_pos (-(t * u))).le
    rw [← Real.exp_add, neg_add_cancel, Real.exp_zero] at h1
    have h2 : Real.exp (-(t * u)) ≤ 1 := Real.exp_le_one_iff.2 (by linarith)
    have h3 : 0 ≤ t - t * u := by nlinarith
    rw [div_mul_eq_mul_div, div_le_iff₀ (by linarith)]
    nlinarith [mul_nonneg (sub_nonneg.2 h2) h3]
  · refine integral_mono (integrable_absorption ht) (hL.const_mul _) fun x => ?_
    change 1 - Real.exp (-(t * lorentzian x)) ≤ t * lorentzian x
    linarith [Real.add_one_le_exp (-(t * lorentzian x))]

/-- The line area per unit thickness tends to `π` as the thickness tends to zero
from above. -/
theorem area_div_tendsto : Tendsto (fun t => area t / t) (𝓝[>] 0) (𝓝 π) := by
  have hc : ContinuousAt (fun t : ℝ => π / (1 + t)) 0 :=
    ContinuousAt.div continuousAt_const (by fun_prop) (by norm_num)
  have h := hc.tendsto
  simp only [add_zero, div_one] at h
  refine tendsto_of_tendsto_of_tendsto_of_le_of_le' (h.mono_left nhdsWithin_le_nhds)
    tendsto_const_nhds ?_ ?_
  · filter_upwards [self_mem_nhdsWithin] with t ht
    have ht0 : 0 < t := ht
    rw [le_div_iff₀ ht0]
    calc π / (1 + t) * t = t / (1 + t) * π := by ring
      _ ≤ area t := (area_bounds ht0.le).1
  · filter_upwards [self_mem_nhdsWithin] with t ht
    have ht0 : 0 < t := ht
    rw [div_le_iff₀ ht0]
    linarith [(area_bounds ht0.le).2]

/-- On the energy scale the area of a line of width `Γ > 0` is `Γ / 2` times the
dimensionless area, wherever the line is centred. -/
theorem lineArea_eq {Γ : ℝ} (hΓ : 0 < Γ) (E₀ t : ℝ) :
    lineArea Γ E₀ t = Γ / 2 * area t := by
  have h3 : |(2 / Γ)⁻¹| = Γ / 2 := by rw [inv_div, abs_of_pos (half_pos hΓ)]
  calc lineArea Γ E₀ t = ∫ E, absorption t (2 / Γ * (E - E₀)) := by
        simp only [lineArea, mul_div_right_comm]
    _ = ∫ E, absorption t (2 / Γ * E) :=
        integral_sub_right_eq_self (fun E => absorption t (2 / Γ * E)) E₀
    _ = Γ / 2 * area t := by
        rw [Measure.integral_comp_mul_left (absorption t) (2 / Γ), h3, smul_eq_mul]
        rfl

/-- For two lines of equal width `Γ > 0`, each taken alone, with thicknesses
`0 < s < t`, the ratio of majority to minority area exceeds one but is strictly
smaller than the true ratio `t / s`. -/
theorem site_ratio_underestimated {Γ s t : ℝ} (hΓ : 0 < Γ) (hs : 0 < s) (hst : s < t)
    (E₁ E₂ : ℝ) :
    1 < lineArea Γ E₁ t / lineArea Γ E₂ s ∧
      lineArea Γ E₁ t / lineArea Γ E₂ s < t / s := by
  have ht : 0 < t := hs.trans hst
  have hA : 0 < area s := lt_of_lt_of_le (by positivity) (area_bounds hs.le).1
  rw [lineArea_eq hΓ E₁ t, lineArea_eq hΓ E₂ s, mul_div_mul_left _ _ (half_pos hΓ).ne']
  refine ⟨(one_lt_div hA).2 (area_strictMonoOn hs.le ht.le hst), ?_⟩
  have h : area t / t < area s / s := area_div_strictAntiOn hs ht hst
  rw [div_lt_div_iff₀ ht hs] at h
  rw [div_lt_div_iff₀ hA hs]
  linarith

/-- For two lines of equal width `Γ > 0`, each taken alone, whose thicknesses keep the
fixed ratio `r > 0`, the area ratio tends to `r` as the absorber becomes thin. -/
theorem site_ratio_thin_limit {Γ r : ℝ} (hΓ : 0 < Γ) (hr : 0 < r) (E₁ E₂ : ℝ) :
    Tendsto (fun t => lineArea Γ E₁ (r * t) / lineArea Γ E₂ t) (𝓝[>] 0) (𝓝 r) := by
  have hc : Tendsto (fun t : ℝ => r * t) (𝓝 0) (𝓝 0) :=
    (by fun_prop : Continuous fun t : ℝ => r * t).tendsto' 0 0 (by simp)
  have h2 : Tendsto (fun t : ℝ => r * t) (𝓝[>] 0) (𝓝[>] 0) := by
    refine tendsto_nhdsWithin_iff.2 ⟨hc.mono_left nhdsWithin_le_nhds, ?_⟩
    filter_upwards [self_mem_nhdsWithin] with t ht
    exact mul_pos hr ht
  -- both areas per unit thickness approach the same constant
  have h := ((area_div_tendsto.comp h2).div area_div_tendsto Real.pi_ne_zero).const_mul r
  rw [div_self Real.pi_ne_zero, mul_one] at h
  refine h.congr' ?_
  filter_upwards [self_mem_nhdsWithin] with t ht
  have ht0 : 0 < t := ht
  have hA : 0 < area t := lt_of_lt_of_le (by positivity) (area_bounds ht0.le).1
  rw [lineArea_eq hΓ E₁ (r * t), lineArea_eq hΓ E₂ t,
    mul_div_mul_left _ _ (half_pos hΓ).ne']
  simp only [Function.comp_apply, Pi.div_apply]
  field_simp

end

end MoessbauerThickness
```

```lean
#print axioms MoessbauerThickness.site_ratio_underestimated
-- 'MoessbauerThickness.site_ratio_underestimated' depends on axioms: [propext, Classical.choice, Quot.sound]
#print axioms MoessbauerThickness.site_ratio_thin_limit
-- 'MoessbauerThickness.site_ratio_thin_limit' depends on axioms: [propext, Classical.choice, Quot.sound]
```

## Thickness, detuning and area

The effective thickness $t$ is the number of resonant nuclei per unit area, times their recoil-free fraction, times the peak cross-section. At reduced detuning $x$ the cross-section is lowered by the factor $L(x)=1/(1+x^2)$, which is `lorentzian`. Exponential attenuation then gives the absorbed fraction and its area,

$$a_t(x)=1-e^{-tL(x)},\qquad A(t)=\int_{-\infty}^{\infty}a_t(x)\,dx,$$

which are `absorption` and `area`. On the energy scale $x=2(E-E_0)/\Gamma$, where $E_0$ is the resonance energy and $\Gamma$ the full width at half maximum of the cross-section, not of the saturated absorption line. The integral over $E$ is `lineArea`.

The theorems say the following.

- `integrable_absorption`: the area is finite for $t\ge 0$. This needs its own statement because Lean assigns the value zero to the integral of a non-integrable function.
- `area_strictMonoOn`: $A$ is strictly increasing on $[0,\infty)$, written `Set.Ici 0`.
- `area_div_strictAntiOn`: $A(t)/t$ is strictly decreasing on $(0,\infty)$, written `Set.Ioi 0`.
- `area_div_tendsto`: $A(t)/t\to\pi$ as $t$ tends to zero from above, written `𝓝[>] 0`.
- `site_ratio_underestimated`: for two lines of equal width with thicknesses $0<s<t$, the area ratio lies strictly between 1 and $t/s$.
- `site_ratio_thin_limit`: if the thicknesses are $rt$ and $t$ with $r>0$ fixed, the area ratio tends to $r$ as $t\to0^+$. Here $t$ belongs to the line in the denominator.

The ratio $t/s$ is the ratio of site populations when both sites have the same recoil-free fraction and the same peak cross-section. Each site is a single Lorentzian line whose area is computed as if the other were absent. Overlapping lines, which attenuate the same radiation, and hyperfine multiplets are not modelled, nor are the source linewidth and the non-resonant background.

For two such lines of equal width and unequal thickness, with equal recoil-free fractions and peak cross-sections, a site ratio predicted by an electronic-structure calculation should be compared with thickness-corrected areas, since the raw majority-to-minority ratio is too small even without noise.

## Finite area and strict growth

The main tool is the tangent-line bound $1+y\le e^y$, which is strict for $y\ne0$. For $t\ge0$, taking $y=-tL(x)$ gives the upper bound below, and the lower bound holds because $tL(x)\ge0$:

$$0\le a_t(x)\le tL(x).$$

Since $\int L\,dx=\pi$, the area is finite. `integrable_absorption` makes this comparison with `mono'`.

If $0\le s<t$, then $e^{-tL(x)}<e^{-sL(x)}$ at every $x$, because $L(x)>0$. Hence $a_s(x)<a_t(x)$ everywhere. The lemma `integral_lt_of_lt` turns this into $A(s)<A(t)$: the difference of the two functions is integrable and positive on the whole line, a set of positive measure, so its integral is positive.

## Why the area per unit thickness falls

Let $0<s<t$, fix $x$, and write $u=L(x)>0$ and $q=e^{-su}$. Two tangent-line bounds, each multiplied by $q$, give

$$q(1+su)<1,\qquad q\bigl(1-(t-s)u\bigr)\le e^{-tu}.$$

The first says $su\,q<1-q$. Using the second and then the first,

$$s(1-e^{-tu})\le s(1-q)+(t-s)\,su\,q< s(1-q)+(t-s)(1-q)=t(1-e^{-su}).$$

In the code the two bounds are `h1` and `h2`. They are weighted by $t-s$ and $s$ in `h3` and `h4`, whose sum is exactly the required inequality, and `nlinarith` combines them. Integrating over $x$ gives $sA(t)<tA(s)$, and division by $st$ gives $A(t)/t<A(s)/s$.

## The thin-absorber limit

Integrating $a_t\le tL$ gives $A(t)\le\pi t$. For a lower bound put $v=tu$. Since $0<u\le1$, we have $0\le v\le t$. Multiplying $1+v\le e^v$ by $e^{-v}$ gives $(1+v)e^{-v}\le1$, so

$$(1+t)(1-e^{-v})\ge(1+v)(1-e^{-v})=1+v-(1+v)e^{-v}\ge v.$$

Thus $a_t(x)\ge tL(x)/(1+t)$. Integration gives `area_bounds`, and for $t>0$ division by $t$ gives

$$\frac{\pi}{1+t}\le\frac{A(t)}{t}\le\pi.$$

Both outer terms tend to $\pi$, and `area_div_tendsto` is this squeeze.

## From areas to site ratios

Substituting $x=2(E-E_0)/\Gamma$, with $dE=(\Gamma/2)\,dx$, turns the energy-scale area into $(\Gamma/2)A(t)$. This is `lineArea_eq`, proved by a translation followed by a rescaling. For equal widths the prefactor cancels, leaving $A(t)/A(s)$. Strict growth puts this above 1, and the decrease of $A(t)/t$ puts it below $t/s$.

For the thin limit write

$$\frac{A(rt)}{A(t)}=r\,\frac{A(rt)/(rt)}{A(t)/t}\longrightarrow r\,\frac{\pi}{\pi}=r.$$

The proof composes `area_div_tendsto` with $t\mapsto rt$, which stays positive as $t\to0^+$.

A short corollary, left unformalised, bounds the bias: since $A(t)\ge\pi t/(1+t)$ and $A(s)\le\pi s$, the area ratio is at least $(t/s)/(1+t)$. The relative shortfall is therefore at most $t/(1+t)$, where $t$ is the thickness of the majority line.

## When the majority line is broader

Raw areas can overestimate the site ratio if the majority line is sufficiently broader than the minority line. For the same nuclear transition, take Lorentzian broadening that leaves the cross-section integrated over energy unchanged. The peak cross-section then falls as $1/\Gamma$, and $t/s$ is no longer the population ratio. Suppose that the recoil-free fractions are equal, that the majority site has twice the population and four times the width, and that the minority line has thickness $s=1$. The majority line then has thickness $t=2/4=1/2$. The area ratio is $4A(1/2)/A(1)$, which exceeds the true site ratio 2 because the decrease of $A(t)/t$ gives $2A(1/2)>A(1)$.
